# Critical volume, compressibility factor and stability threshold of the Redlich–Kwong fluid

The pressure is treated as a real function of the volume alone, with all other quantities held fixed along an isotherm, and a critical point is a volume at which the first two derivatives of that function vanish. The function is

$$P(V)=\frac{t}{V-b}-\frac{A}{V(V+b)} .$$

Here $V$ is the molar volume and $t=RT$ the thermal energy per mole. The constant $A$ measures the attraction between molecules, and the covolume $b$ stands for the space that they exclude. Throughout, $b>0$ and $V>b$. In Lean, `pressure t A b` is the isotherm as a function from reals to reals.

```lean
import Mathlib

open Filter Topology

namespace RedlichKwong

noncomputable section

/-- The Redlich-Kwong pressure at volume `V`, for `V` different from `b`, `0` and `-b`;
`t` is the thermal energy `RT`, `A` the attraction strength and `b` the covolume. -/
def pressure (t A b V : ℝ) : ℝ := t / (V - b) - A / (V * (V + b))
```

Two more functions, `slope` and `curvature`, are written down as explicit fractions. Their names carry no weight until parts (b) and (c) identify them with derivatives of the pressure.

```lean
/-- The explicit slope of the isotherm, for `V` different from `b`, `0` and `-b`. -/
def slope (t A b V : ℝ) : ℝ :=
  A * (2 * V + b) / (V * (V + b)) ^ 2 - t / (V - b) ^ 2

/-- The explicit second volume derivative of the pressure, for `V` different from
`b`, `0` and `-b`. -/
def curvature (t A b V : ℝ) : ℝ :=
  2 * t / (V - b) ^ 3 - 2 * A * (3 * V ^ 2 + 3 * V * b + b ^ 2) / (V * (V + b)) ^ 3
```

The last definition is the pure number $c=2^{1/3}-1$, with a real exponent.

```lean
/-- The Redlich-Kwong number `c = 2^(1/3) - 1`. -/
def c : ℝ := (2 : ℝ) ^ (1 / 3 : ℝ) - 1
```

## (a) The size and the cube of c

**Task.** Show that
$$0<c<1,\qquad (1+c)^3=2 .$$

**Solution.** Since $1+c=2^{1/3}$, cubing gives 2. A number above 1 raised to a positive power stays above 1, so $1+c>1$ and $c>0$. If $c\ge 1$ held, then $(1+c)^3\ge 8$, which contradicts the value 2.

Expanded, the cube relation reads $c^3+3c^2+3c=1$. The later parts use it in this form or as `hc`, and never need a decimal value of $c$. The Lean proof follows the same three steps.

```lean
/-- The number `c` lies strictly between 0 and 1 and satisfies `(1 + c)^3 = 2`. -/
theorem c_spec : 0 < c ∧ c < 1 ∧ (1 + c) ^ 3 = 2 := by
  have hcube : (1 + c) ^ 3 = 2 := by
    have e : 1 + c = (2 : ℝ) ^ (1 / 3 : ℝ) := by unfold c; ring
    rw [e, ← Real.rpow_natCast, ← Real.rpow_mul (by norm_num)]
    norm_num
  have hpos : 0 < c := by
    have h : (1 : ℝ) < (2 : ℝ) ^ (1 / 3 : ℝ) :=
      Real.one_lt_rpow (by norm_num) (by norm_num)
    unfold c
    linarith
  refine ⟨hpos, ?_, hcube⟩
  by_contra h
  have h8 := pow_le_pow_left₀ (by norm_num : (0 : ℝ) ≤ 2)
    (by linarith : (2 : ℝ) ≤ 1 + c) 3
  rw [hcube] at h8
  norm_num at h8
```

## (b) The slope of the isotherm

**Task.** For $V>b$, show that
$$\frac{dP}{dV}=\frac{A(2V+b)}{V^2(V+b)^2}-\frac{t}{(V-b)^2} .$$

**Solution.** The repulsive term $t(V-b)^{-1}$ has derivative $-t(V-b)^{-2}$. Write $q=V(V+b)$, so that $q'=2V+b$. The attractive term $-A/q$ then has derivative $Aq'/q^2$, and the sum is the stated slope.

`HasDerivAt` says that the pressure is differentiable at $V$ and has this derivative. That matters because Lean's `deriv` returns zero at points where a function is not differentiable; for $V>b$ a vanishing `deriv` is therefore a real horizontal tangent. The proof assembles the quotient rules and lets `ring` match the result to `slope`.

```lean
/-- For positive covolume and `V > b`, the volume derivative of the pressure is `slope`. -/
theorem hasDerivAt_pressure (t A : ℝ) {b V : ℝ} (hb : 0 < b) (hV : b < V) :
    HasDerivAt (pressure t A b) (slope t A b V) V := by
  have h1 : V - b ≠ 0 := (sub_pos.mpr hV).ne'
  have h2 : V * (V + b) ≠ 0 := (mul_pos (hb.trans hV) (by linarith)).ne'
  have h := ((hasDerivAt_const V t).fun_div ((hasDerivAt_id' V).sub_const b) h1).fun_sub
    ((hasDerivAt_const V A).fun_div
      ((hasDerivAt_id' V).fun_mul ((hasDerivAt_id' V).add_const b)) h2)
  have h' : HasDerivAt (pressure t A b) _ V := h
  exact h'.congr_deriv (by unfold slope; ring)
```

## (c) The second derivative

**Task.** For $V>b$, show that
$$\frac{d^2P}{dV^2}=\frac{2t}{(V-b)^3}-\frac{2A(3V^2+3Vb+b^2)}{V^3(V+b)^3} .$$

**Solution.** The term $-t(V-b)^{-2}$ gives $2t(V-b)^{-3}$. For the other term, with $q$ as in (b),
$$\frac{d}{dV}\frac{Aq'}{q^2}=\frac{2A}{q^2}-\frac{2A(q')^2}{q^3}=\frac{2A\,[\,q-(2V+b)^2\,]}{q^3},$$
and $q-(2V+b)^2=-(3V^2+3Vb+b^2)$.

Differentiating a second time requires the formula from (b) in a whole neighbourhood of $V$, not only at $V$ itself. The step `e` supplies this, because the half-line of volumes above $b$ is open. The facts `hq`, `hr` and `hn` differentiate the two denominators and the numerator.

```lean
/-- For positive covolume and `V > b`, the second volume derivative of the pressure
is `curvature`. -/
theorem deriv_deriv_pressure (t A : ℝ) {b V : ℝ} (hb : 0 < b) (hV : b < V) :
    deriv (deriv (pressure t A b)) V = curvature t A b V := by
  have h1 : V - b ≠ 0 := (sub_pos.mpr hV).ne'
  have h0 : V ≠ 0 := (hb.trans hV).ne'
  have h2 : V + b ≠ 0 := by linarith
  -- near `V` the first derivative is the explicit slope
  have e : deriv (pressure t A b) =ᶠ[𝓝 V] slope t A b := by
    filter_upwards [Ioi_mem_nhds hV] with x hx
    exact (hasDerivAt_pressure t A hb hx).deriv
  have hq : HasDerivAt (fun x : ℝ => (x * (x + b)) ^ 2)
      (2 * (V * (V + b)) * (2 * V + b)) V :=
    (((hasDerivAt_id' V).fun_mul ((hasDerivAt_id' V).add_const b)).fun_pow 2).congr_deriv
      (by ring)
  have hr : HasDerivAt (fun x : ℝ => (x - b) ^ 2) (2 * (V - b)) V :=
    (((hasDerivAt_id' V).sub_const b).fun_pow 2).congr_deriv (by ring)
  have hn : HasDerivAt (fun x : ℝ => A * (2 * x + b)) (2 * A) V :=
    ((((hasDerivAt_id' V).const_mul 2).add_const b).const_mul A).congr_deriv (by ring)
  have h := (hn.fun_div hq (pow_ne_zero 2 (mul_ne_zero h0 h2))).fun_sub
    ((hasDerivAt_const V t).fun_div hr (pow_ne_zero 2 h1))
  have h' : HasDerivAt (slope t A b) _ V := h
  rw [e.deriv_eq, h'.deriv]
  unfold curvature
  field_simp
  ring
```

## (d) Where slope and second derivative vanish together

**Task.** For $A>0$ and $V>b$, show that
$$\frac{dP}{dV}=\frac{d^2P}{dV^2}=0\iff V=\frac bc\ \text{ and }\ tb=3c^2A .$$

**Solution.** With denominators cleared, the two conditions are
$$A(2V+b)(V-b)^2=tV^2(V+b)^2,\tag{1}$$
$$tV^3(V+b)^3=A(3V^2+3Vb+b^2)(V-b)^3.\tag{2}$$
Multiply (1) by $V(V+b)$ and use (2) to eliminate $t$:
$$A(V-b)^2\,[\,V(V+b)(2V+b)-(3V^2+3Vb+b^2)(V-b)\,]=0 .$$
The bracket expands to $-V^3+3V^2b+3Vb^2+b^3=(V+b)^3-2V^3$. The prefactor is not zero, so
$$(V+b)^3=2V^3=[(1+c)V]^3 .$$
Taking real cube roots gives $b=cV$.

Put this into (1) and divide by $V^3$:
$$A(2+c)(1-c)^2=tV(1+c)^2 .$$
By (a),
$$(2+c)(1-c)^2-3c(1+c)^2=2\,[\,2-(1+c)^3\,]=0,$$
so $tV=3cA$. Multiplication by $c$ gives $tb=3c^2A$.

Conversely, $b=cV$ and $tb=3c^2A$ give $tV=3cA$, and the last identity returns (1). Since $(V+b)^3=2V^3$, the elimination run backwards then gives (2).

The Lean statement does not assume $t>0$; the condition on $tb$ forces it. Because $c<1$, the volume $b/c$ does lie above $b$. In the proof, `e3` is the elimination, `e6` the cube root and `e8` the condition on $t$. For the converse, Lean verifies (2) by a direct polynomial identity instead of reversing the elimination. The theorem concerns these two derivatives only and makes no statement about the third.

```lean
/-- For positive `A`, `b` and `V > b`, the first and second volume derivatives of the
Redlich-Kwong pressure both vanish exactly when `V = b/c` and `t b = 3 c^2 A`. -/
theorem critical_iff {t A b V : ℝ} (hA : 0 < A) (hb : 0 < b) (hV : b < V) :
    (deriv (pressure t A b) V = 0 ∧ deriv (deriv (pressure t A b)) V = 0) ↔
      V = b / c ∧ t * b = 3 * c ^ 2 * A := by
  obtain ⟨c0, -, hc⟩ := c_spec
  have hV0 : 0 < V := hb.trans hV
  have h1 : V - b ≠ 0 := (sub_pos.mpr hV).ne'
  have h2 : V * (V + b) ≠ 0 := (mul_pos hV0 (by linarith)).ne'
  rw [(hasDerivAt_pressure t A hb hV).deriv, deriv_deriv_pressure t A hb hV]
  unfold slope curvature
  rw [sub_eq_zero, sub_eq_zero, div_eq_div_iff (pow_ne_zero 2 h2) (pow_ne_zero 2 h1),
    div_eq_div_iff (pow_ne_zero 3 h1) (pow_ne_zero 3 h2), eq_div_iff c0.ne']
  constructor
  · rintro ⟨e1, e2⟩
    -- eliminating `t` leaves a pure cube
    have e3 : (2 * A * (V - b) ^ 2) * ((V + b) ^ 3 - 2 * V ^ 3) = 0 := by
      linear_combination 2 * V * (V + b) * e1 + e2
    have e4 := (mul_eq_zero.mp e3).resolve_left
      (mul_ne_zero (mul_ne_zero two_ne_zero hA.ne') (pow_ne_zero 2 h1))
    have e5 : (V + b) ^ 3 = ((1 + c) * V) ^ 3 := by
      linear_combination e4 - V ^ 3 * hc
    have e6 : V + b = (1 + c) * V :=
      (pow_left_inj₀ (by linarith) (by positivity) (by norm_num)).mp e5
    have e7 : b = c * V := by linarith
    subst e7
    refine ⟨by ring, ?_⟩
    have e8 : ((1 + c) ^ 2 * V ^ 3) * (t * (c * V) - 3 * c ^ 2 * A) = 0 := by
      linear_combination (-c) * e1 + (-2 * c * V ^ 3 * A) * hc
    exact sub_eq_zero.mp ((mul_eq_zero.mp e8).resolve_left (by positivity))
  · rintro ⟨e1, e2⟩
    have e3 : b = c * V := by linarith
    subst e3
    have e4 : t * V = 3 * c * A := by
      apply mul_left_cancel₀ c0.ne'
      linear_combination e2
    constructor
    · linear_combination (-2 * V ^ 3 * A) * hc - (1 + c) ^ 2 * V ^ 3 * e4
    · linear_combination 2 * V ^ 5 * (1 + c) ^ 3 * e4 + 2 * V ^ 5 * A * (c ^ 2 + 3) * hc
```

## (e) The compressibility factor

**Task.** For $A>0$, show that at a volume where both derivatives vanish,
$$\frac{PV}{t}=\frac13 .$$

**Solution.** Part (d) gives $b=cV$ and $A=tV/(3c)$, with $t>0$. Hence
$$\frac{PV}{t}=\frac1{1-c}-\frac1{3c(1+c)}=\frac{3c^2+4c-1}{3c(1-c^2)} .$$
This equals $1/3$ exactly when $3c^2+4c-1=c-c^3$, which is the expanded cube relation from (a).

The hypotheses `hs` and `hk` are the two vanishing derivatives, so the theorem applies to the critical point as defined by calculus. The value is the same for all positive $A$ and $b$. If a fluid has a different critical compressibility factor, no choice of these two constants makes the critical volume, temperature and pressure of the model all agree with those of the fluid.

```lean
/-- For positive `A`, `b` and `V > b`, wherever both volume derivatives of the pressure
vanish, the compressibility factor `PV/t` equals 1/3. -/
theorem critical_compressibility {t A b V : ℝ} (hA : 0 < A) (hb : 0 < b)
    (hV : b < V) (hs : deriv (pressure t A b) V = 0)
    (hk : deriv (deriv (pressure t A b)) V = 0) :
    pressure t A b V * V / t = 1 / 3 := by
  obtain ⟨c0, -, hc⟩ := c_spec
  obtain ⟨e1, e2⟩ := (critical_iff hA hb hV).mp ⟨hs, hk⟩
  -- the critical condition forces a positive thermal energy
  have htb : 0 < t * b := by
    rw [e2]
    positivity
  have ht : 0 < t := (mul_pos_iff_of_pos_right hb).mp htb
  rw [eq_div_iff c0.ne'] at e1
  have h1 : V - b ≠ 0 := (sub_pos.mpr hV).ne'
  have h2 : V * (V + b) ≠ 0 := (mul_pos (hb.trans hV) (by linarith)).ne'
  have e3 : b = c * V := by linarith
  have e4 : t * V = 3 * c * A := by
    apply mul_left_cancel₀ c0.ne'
    rw [e3] at e2
    linear_combination e2
  unfold pressure
  rw [div_sub_div _ _ h1 h2, div_mul_eq_mul_div, div_div,
    div_eq_div_iff (mul_ne_zero (mul_ne_zero h1 h2) ht.ne') three_ne_zero, e3]
  apply mul_left_cancel₀ c0.ne'
  linear_combination t * V ^ 3 * hc + (1 - c) * V ^ 2 * e4
```

## (f) Negative slope at every volume

**Task.** For $A>0$, show that
$$\frac{dP}{dV}<0\ \text{ for all } V>b\iff tb>3c^2A .$$

**Solution.** By (b), the slope at $V$ is negative exactly when
$$A(2V+b)(V-b)^2<tV^2(V+b)^2 .$$
The relation in (a) yields the factorisation
$$3c^2V^2(V+b)^2-b(2V+b)(V-b)^2=(cV-b)^2(3V^2-2cbV-b^2).$$
Expanding both sides, all coefficients agree at once except that of $bV^3$. There the requirement is $6c^2-2=-2c^3-6c$, which is again the cube relation. The last factor is positive, since
$$3V^2-2cbV-b^2=(3V+b)(V-b)+2(1-c)bV .$$
Therefore $b(2V+b)(V-b)^2\le 3c^2V^2(V+b)^2$, with equality at $V=b/c$.

If $tb>3c^2A$, then
$$bA(2V+b)(V-b)^2\le 3c^2A\,V^2(V+b)^2<tb\,V^2(V+b)^2,$$
and division by $b$ gives a negative slope at every $V>b$. Conversely, if the slope is negative everywhere, it is negative at $V=b/c$. Equality in the bound then gives $3c^2A\,V^2(V+b)^2<tb\,V^2(V+b)^2$ there, hence $3c^2A<tb$.

A negative slope is the condition for mechanical stability of a homogeneous fluid at fixed temperature. For a simulation that solves this two-parameter equation of state of a pure fluid for the volume, a negative slope at every volume above $b$ means that a given pressure has at most one solution there. Phase coexistence below the threshold is a separate question.

In Lean, `key` is the factorisation multiplied by $A$, and `hslope` is the cleared inequality. The first direction tests the slope at `b / c`; the second uses the sign `hq` of the last factor.

```lean
/-- For positive `A` and `b`, the pressure has negative slope at every volume `V > b`
exactly when `t b > 3 c^2 A`. -/
theorem stable_iff {t A b : ℝ} (hA : 0 < A) (hb : 0 < b) :
    (∀ V, b < V → deriv (pressure t A b) V < 0) ↔ 3 * c ^ 2 * A < t * b := by
  obtain ⟨c0, c1, hc⟩ := c_spec
  -- the distance from the threshold contains a perfect square
  have key : ∀ V : ℝ, b * (A * (2 * V + b) * (V - b) ^ 2) =
      3 * c ^ 2 * A * (V * (V + b)) ^ 2
        - A * (c * V - b) ^ 2 * (3 * V ^ 2 - 2 * c * b * V - b ^ 2) := fun V => by
    linear_combination (-2 * A * b * V ^ 3) * hc
  have hslope : ∀ V, b < V → (deriv (pressure t A b) V < 0 ↔
      A * (2 * V + b) * (V - b) ^ 2 < t * (V * (V + b)) ^ 2) := fun V hV => by
    have h1 : 0 < V - b := sub_pos.mpr hV
    have h2 : 0 < V * (V + b) := mul_pos (hb.trans hV) (by linarith)
    rw [(hasDerivAt_pressure t A hb hV).deriv]
    unfold slope
    rw [sub_neg, div_lt_div_iff₀ (pow_pos h2 2) (pow_pos h1 2)]
  constructor
  · intro h
    -- test the slope at the critical volume
    have hV : b < b / c := by
      rw [lt_div_iff₀ c0]
      nlinarith
    have h3 := mul_lt_mul_of_pos_left ((hslope _ hV).mp (h _ hV)) hb
    have h4 : c * (b / c) - b = 0 := by
      rw [mul_div_cancel₀ b c0.ne', sub_self]
    rw [key, h4] at h3
    have h5 : 3 * c ^ 2 * A * (b / c * (b / c + b)) ^ 2
        < t * b * (b / c * (b / c + b)) ^ 2 := by linarith
    exact lt_of_mul_lt_mul_right h5 (sq_nonneg _)
  · intro h V hV
    rw [hslope V hV]
    have hV0 : 0 < V := hb.trans hV
    have hm : 0 < (V * (V + b)) ^ 2 := by positivity
    have hq : 0 ≤ 3 * V ^ 2 - 2 * c * b * V - b ^ 2 := by
      have q1 : 0 ≤ (1 - c) * (b * V) := mul_nonneg (by linarith) (by positivity)
      have q2 : 0 ≤ (3 * V + b) * (V - b) := mul_nonneg (by positivity) (by linarith)
      linarith
    have h3 : 0 ≤ A * (c * V - b) ^ 2 * (3 * V ^ 2 - 2 * c * b * V - b ^ 2) :=
      mul_nonneg (by positivity) hq
    have h4 := mul_lt_mul_of_pos_right h hm
    refine lt_of_mul_lt_mul_left ?_ hb.le
    rw [key]
    linarith
```

## (g) The critical temperature

**Task.** Set $t=RT$ and $A=a/\sqrt T$, with $R,T,a>0$. Show that for $V>b$ both volume derivatives vanish exactly when
$$V=\frac bc\quad\text{and}\quad T\sqrt T=\frac{3c^2a}{Rb} .$$

**Solution.** The derivatives are taken at fixed $T$, so $A$ is a constant along the isotherm and (d) applies. Its second condition becomes
$$RTb=\frac{3c^2a}{\sqrt T} .$$
Multiplying by $\sqrt T$ and dividing by $Rb$, both positive, gives the claim, and each step can be reversed.

The factor $1/\sqrt T$ is an assumption of the equation of state: it represents an effective attraction that weakens as the fluid is heated, and $a$ is its temperature-independent strength. The Lean proof substitutes into `critical_iff`, leaves the volume condition untouched and rearranges the other one.

```lean
/-- With `t = RT` and `A = a/√T`, for positive `R`, `T`, `a`, `b` and `V > b`, both volume
derivatives vanish exactly when `V = b/c` and `T√T = 3 c^2 a/(R b)`. -/
theorem critical_temperature_iff {R T a b V : ℝ} (hR : 0 < R) (hT : 0 < T) (ha : 0 < a)
    (hb : 0 < b) (hV : b < V) :
    (deriv (pressure (R * T) (a / √T) b) V = 0 ∧
      deriv (deriv (pressure (R * T) (a / √T) b)) V = 0) ↔
      V = b / c ∧ T * √T = 3 * c ^ 2 * a / (R * b) := by
  have hs : 0 < √T := Real.sqrt_pos.mpr hT
  rw [critical_iff (div_pos ha hs) hb hV]
  refine and_congr_right fun _ => ?_
  rw [← mul_div_assoc, eq_div_iff hs.ne', eq_div_iff (mul_pos hR hb).ne']
  constructor <;> intro h <;> linear_combination h

end

end RedlichKwong
```

```lean
#print axioms RedlichKwong.critical_compressibility
#print axioms RedlichKwong.stable_iff
#print axioms RedlichKwong.critical_temperature_iff
```

```
'RedlichKwong.critical_compressibility' depends on axioms: [propext, Classical.choice, Quot.sound]
'RedlichKwong.stable_iff' depends on axioms: [propext, Classical.choice, Quot.sound]
'RedlichKwong.critical_temperature_iff' depends on axioms: [propext, Classical.choice, Quot.sound]
```
